# Hellmann-Feynman slope of a differentiable solution of an energy-dependent eigenproblem

If the ordinary Hellmann-Feynman formula is applied to a Hamiltonian that itself depends on the energy, the slope is generally wrong, because the matrix changes again as the energy moves. The theorems below give the corrected slope for finite matrices, provided that the matrix is jointly differentiable in energy and parameter, the energy and the vector are differentiable in the parameter, and the denominator of the formula is nonzero.

```lean
import Mathlib

open Matrix Filter Topology

namespace EnergyDependentEigenproblem

variable {𝕜 n : Type*} [NontriviallyNormedField 𝕜] [Fintype n]

/-- The matrix `T(z, s)` is jointly Fréchet differentiable at `(z₀, s₀)`, entry by entry, with
partial derivative `Tz` in the energy and `Tt` in the parameter. -/
def HasPartials (T : 𝕜 → 𝕜 → Matrix n n 𝕜) (Tz Tt : Matrix n n 𝕜) (z₀ s₀ : 𝕜) : Prop :=
  ∀ i j, HasFDerivAt (fun p : 𝕜 × 𝕜 => T p.1 p.2 i j)
    (Tz i j • ContinuousLinearMap.fst 𝕜 𝕜 𝕜 + Tt i j • ContinuousLinearMap.snd 𝕜 𝕜 𝕜) (z₀, s₀)

/-- The derivative of the residual `T(z(s), s) r(s)` along a path of energies and vectors. -/
theorem hasDerivAt_residual {T : 𝕜 → 𝕜 → Matrix n n 𝕜} {Tz Tt : Matrix n n 𝕜}
    {z : 𝕜 → 𝕜} {r : 𝕜 → n → 𝕜} {s₀ z' : 𝕜} {r' : n → 𝕜}
    (hT : HasPartials T Tz Tt (z s₀) s₀) (hz : HasDerivAt z z' s₀) (hr : HasDerivAt r r' s₀) :
    HasDerivAt (fun s => T (z s) s *ᵥ r s)
      ((z' • Tz + Tt) *ᵥ r s₀ + T (z s₀) s₀ *ᵥ r') s₀ := by
  rw [hasDerivAt_pi]
  intro i
  -- chain rule for each matrix entry
  have hentry : ∀ j, HasDerivAt (fun s => T (z s) s i j) ((z' • Tz + Tt) i j) s₀ := by
    intro j
    have hp : HasDerivAt (fun s => (z s, s)) (z', (1 : 𝕜)) s₀ :=
      hz.prodMk (hasDerivAt_id' s₀)
    have h : HasDerivAt ((fun p : 𝕜 × 𝕜 => T p.1 p.2 i j) ∘ fun s => (z s, s)) _ s₀ :=
      HasFDerivAt.comp_hasDerivAt s₀ (by exact hT i j) hp
    exact h.congr_deriv (by simp [mul_comm])
  -- product rule for each term of the matrix-vector product
  have h : HasDerivAt (fun s => ∑ j, T (z s) s i j * r s j)
      (∑ j, ((z' • Tz + Tt) i j * r s₀ j + T (z s₀) s₀ i j * r' j)) s₀ :=
    HasDerivAt.fun_sum fun j _ => (hentry j).fun_mul (hasDerivAt_pi.1 hr j)
  exact h.congr_deriv (by rw [Finset.sum_add_distrib]; rfl)

/-- Projecting the differentiated eigenproblem on the left null vector `l` gives a scalar
equation for the energy slope `z'` that does not contain the response of the vector `r`. -/
theorem projected_response {T : 𝕜 → 𝕜 → Matrix n n 𝕜} {Tz Tt : Matrix n n 𝕜}
    {z : 𝕜 → 𝕜} {r : 𝕜 → n → 𝕜} {l : n → 𝕜} {s₀ z' : 𝕜} {r' : n → 𝕜}
    (hT : HasPartials T Tz Tt (z s₀) s₀) (hz : HasDerivAt z z' s₀) (hr : HasDerivAt r r' s₀)
    (hres : ∀ᶠ s in 𝓝 s₀, T (z s) s *ᵥ r s = 0) (hl : l ᵥ* T (z s₀) s₀ = 0) :
    z' * (l ⬝ᵥ Tz *ᵥ r s₀) + l ⬝ᵥ Tt *ᵥ r s₀ = 0 := by
  -- the residual vanishes near s₀, hence so does its derivative
  have hev : (fun s => T (z s) s *ᵥ r s) =ᶠ[𝓝 s₀] fun _ => (0 : n → 𝕜) := hres
  have h0 := (hasDerivAt_residual hT hz hr).unique
    ((hasDerivAt_const s₀ (0 : n → 𝕜)).congr_of_eventuallyEq hev)
  -- the left null vector removes the term with r'
  have h1 : l ⬝ᵥ T (z s₀) s₀ *ᵥ r' = 0 := by
    rw [Matrix.dotProduct_mulVec, hl, zero_dotProduct]
  have h2 := congrArg (fun v => l ⬝ᵥ v) h0
  simpa only [dotProduct_add, Matrix.add_mulVec, Matrix.smul_mulVec, dotProduct_smul,
    smul_eq_mul, dotProduct_zero, h1, add_zero] using h2

/-- Hellmann-Feynman formula for the energy-dependent eigenproblem `T(z(s), s) r(s) = 0`: if the
solution is differentiable, `l` is a left null vector and `l Tz r` is nonzero, the energy has slope
`-(l Tt r) / (l Tz r)`. -/
theorem hellmann_feynman {T : 𝕜 → 𝕜 → Matrix n n 𝕜} {Tz Tt : Matrix n n 𝕜}
    {z : 𝕜 → 𝕜} {r : 𝕜 → n → 𝕜} {l : n → 𝕜} {s₀ : 𝕜}
    (hT : HasPartials T Tz Tt (z s₀) s₀)
    (hz : DifferentiableAt 𝕜 z s₀) (hr : DifferentiableAt 𝕜 r s₀)
    (hres : ∀ᶠ s in 𝓝 s₀, T (z s) s *ᵥ r s = 0) (hl : l ᵥ* T (z s₀) s₀ = 0)
    (hne : l ⬝ᵥ Tz *ᵥ r s₀ ≠ 0) :
    HasDerivAt z (-(l ⬝ᵥ Tt *ᵥ r s₀) / (l ⬝ᵥ Tz *ᵥ r s₀)) s₀ := by
  have h := projected_response hT hz.hasDerivAt hr.hasDerivAt hres hl
  refine hz.hasDerivAt.congr_deriv ?_
  rw [eq_div_iff hne]
  linear_combination h

/-- If `l Tz r` vanishes while `l Tt r` does not, for a left null vector `l`, then the energy and
the vector cannot both be differentiable in the parameter. -/
theorem not_differentiable_of_degenerate {T : 𝕜 → 𝕜 → Matrix n n 𝕜} {Tz Tt : Matrix n n 𝕜}
    {z : 𝕜 → 𝕜} {r : 𝕜 → n → 𝕜} {l : n → 𝕜} {s₀ : 𝕜}
    (hT : HasPartials T Tz Tt (z s₀) s₀)
    (hres : ∀ᶠ s in 𝓝 s₀, T (z s) s *ᵥ r s = 0) (hl : l ᵥ* T (z s₀) s₀ = 0)
    (hzero : l ⬝ᵥ Tz *ᵥ r s₀ = 0) (hne : l ⬝ᵥ Tt *ᵥ r s₀ ≠ 0) :
    ¬ (DifferentiableAt 𝕜 z s₀ ∧ DifferentiableAt 𝕜 r s₀) := by
  rintro ⟨hz, hr⟩
  have h := projected_response hT hz.hasDerivAt hr.hasDerivAt hres hl
  rw [hzero, mul_zero, zero_add] at h
  exact hne h

/-- For an energy-dependent Hamiltonian with `H(E, s) r = E r`, the energy slope is `l Ht r / (l r -
l Hz r)`, where `l` is a left eigenvector and `Hz` and `Ht` are the partial derivatives of `H`, if
the solution is differentiable and the denominator is nonzero. -/
theorem energy_dependent_hamiltonian [DecidableEq n]
    {H : 𝕜 → 𝕜 → Matrix n n 𝕜} {Hz Ht : Matrix n n 𝕜}
    {E : 𝕜 → 𝕜} {r : 𝕜 → n → 𝕜} {l : n → 𝕜} {s₀ : 𝕜}
    (hH : HasPartials H Hz Ht (E s₀) s₀)
    (hE : DifferentiableAt 𝕜 E s₀) (hr : DifferentiableAt 𝕜 r s₀)
    (hres : ∀ᶠ s in 𝓝 s₀, H (E s) s *ᵥ r s = E s • r s)
    (hl : l ᵥ* H (E s₀) s₀ = E s₀ • l)
    (hne : l ⬝ᵥ r s₀ - l ⬝ᵥ Hz *ᵥ r s₀ ≠ 0) :
    HasDerivAt E ((l ⬝ᵥ Ht *ᵥ r s₀) / (l ⬝ᵥ r s₀ - l ⬝ᵥ Hz *ᵥ r s₀)) s₀ := by
  -- apply the general formula to T(E, s) = H(E, s) - E
  have hT : HasPartials (fun e s => H e s - e • (1 : Matrix n n 𝕜)) (Hz - 1) Ht (E s₀) s₀ := by
    intro i j
    have hf : HasFDerivAt (fun p : 𝕜 × 𝕜 => p.1) (ContinuousLinearMap.fst 𝕜 𝕜 𝕜) (E s₀, s₀) :=
      hasFDerivAt_fst
    exact ((hH i j).sub (hf.mul_const ((1 : Matrix n n 𝕜) i j))).congr_fderiv
      (by ext <;> simp)
  have key : l ⬝ᵥ (Hz - 1) *ᵥ r s₀ = -(l ⬝ᵥ r s₀ - l ⬝ᵥ Hz *ᵥ r s₀) := by
    rw [Matrix.sub_mulVec, Matrix.one_mulVec, dotProduct_sub]
    ring
  have h := hellmann_feynman (l := l) hT hE hr
    (hres.mono fun s hs => by
      simp only [Matrix.sub_mulVec, Matrix.smul_mulVec, Matrix.one_mulVec, hs, sub_self])
    (by simp only [Matrix.vecMul_sub, Matrix.vecMul_smul, Matrix.vecMul_one, hl, sub_self])
    (by rw [key]; exact neg_ne_zero.2 hne)
  rwa [key, neg_div_neg_eq] at h

/-- Slope of the real or complex exponent `z` in a differentiable solution of the damped vibration
problem `(z² M + z C + K) r = 0` when mass, damping and stiffness matrices depend on a parameter. -/
theorem damped_vibration {M C K : 𝕜 → Matrix n n 𝕜} {M' C' K' : Matrix n n 𝕜}
    {z : 𝕜 → 𝕜} {r : 𝕜 → n → 𝕜} {l : n → 𝕜} {s₀ : 𝕜}
    (hM : ∀ i j, HasDerivAt (fun s => M s i j) (M' i j) s₀)
    (hC : ∀ i j, HasDerivAt (fun s => C s i j) (C' i j) s₀)
    (hK : ∀ i j, HasDerivAt (fun s => K s i j) (K' i j) s₀)
    (hz : DifferentiableAt 𝕜 z s₀) (hr : DifferentiableAt 𝕜 r s₀)
    (hres : ∀ᶠ s in 𝓝 s₀, (z s ^ 2 • M s + z s • C s + K s) *ᵥ r s = 0)
    (hl : l ᵥ* (z s₀ ^ 2 • M s₀ + z s₀ • C s₀ + K s₀) = 0)
    (hne : l ⬝ᵥ ((2 * z s₀) • M s₀ + C s₀) *ᵥ r s₀ ≠ 0) :
    HasDerivAt z (-(l ⬝ᵥ (z s₀ ^ 2 • M' + z s₀ • C' + K') *ᵥ r s₀) /
      (l ⬝ᵥ ((2 * z s₀) • M s₀ + C s₀) *ᵥ r s₀)) s₀ := by
  refine hellmann_feynman (T := fun e s => e ^ 2 • M s + e • C s + K s) ?_ hz hr hres hl hne
  intro i j
  have hf : HasFDerivAt (fun p : 𝕜 × 𝕜 => p.1) (ContinuousLinearMap.fst 𝕜 𝕜 𝕜) (z s₀, s₀) :=
    hasFDerivAt_fst
  -- a function of the parameter alone, seen as a function of energy and parameter
  have lift : ∀ {g : 𝕜 → 𝕜} {g' : 𝕜}, HasDerivAt g g' s₀ →
      HasFDerivAt (fun p : 𝕜 × 𝕜 => g p.2) (g' • ContinuousLinearMap.snd 𝕜 𝕜 𝕜) (z s₀, s₀) :=
    fun hg => HasDerivAt.comp_hasFDerivAt (f := fun p : 𝕜 × 𝕜 => p.2) (z s₀, s₀) hg
      hasFDerivAt_snd
  have hsq : HasFDerivAt (fun p : 𝕜 × 𝕜 => p.1 ^ 2)
      ((2 * z s₀) • ContinuousLinearMap.fst 𝕜 𝕜 𝕜) (z s₀, s₀) :=
    (HasDerivAt.comp_hasFDerivAt (f := fun p : 𝕜 × 𝕜 => p.1) (z s₀, s₀)
      (hasDerivAt_pow 2 (z s₀)) hf).congr_fderiv (by ext <;> simp)
  exact (((hsq.mul (lift (hM i j))).add (hf.mul (lift (hC i j)))).add
    (lift (hK i j))).congr_fderiv (by
      ext <;> simp
      ring)

/-- A two-level matrix that is quadratic in the energy `z` and has coupling `-s`. -/
def twoLevel (z s : ℝ) : Matrix (Fin 2) (Fin 2) ℝ := !![z ^ 2, -s; -s, 1]

/-- The two-level matrix with `z(s) = s`, `r(s) = (1, s)` and `l = (1, 1)` meets the hypotheses
of the Hellmann-Feynman formula at `s = 1`. -/
theorem hellmann_feynman_witness :
    HasPartials twoLevel !![2, 0; 0, 0] !![0, -1; -1, 0] 1 1 ∧
    DifferentiableAt ℝ (fun s : ℝ => s) 1 ∧
    DifferentiableAt ℝ (fun s : ℝ => ![1, s]) 1 ∧
    (∀ s : ℝ, twoLevel s s *ᵥ ![1, s] = 0) ∧
    ![1, 1] ᵥ* twoLevel 1 1 = 0 ∧
    ![1, 1] ⬝ᵥ (!![2, 0; 0, 0] : Matrix (Fin 2) (Fin 2) ℝ) *ᵥ ![1, 1] ≠ 0 := by
  refine ⟨?_, differentiableAt_id, ?_, ?_, ?_, ?_⟩
  · have hsq : HasFDerivAt (fun p : ℝ × ℝ => p.1 ^ 2)
        ((2 : ℝ) • ContinuousLinearMap.fst ℝ ℝ ℝ) (1, 1) :=
      (HasDerivAt.comp_hasFDerivAt (f := fun p : ℝ × ℝ => p.1) (1, 1)
        (hasDerivAt_pow 2 (1 : ℝ)) hasFDerivAt_fst).congr_fderiv (by ext <;> simp)
    have hneg : HasFDerivAt (fun p : ℝ × ℝ => -p.2)
        (-ContinuousLinearMap.snd ℝ ℝ ℝ) (1, 1) := hasFDerivAt_snd.neg
    have hone : HasFDerivAt (fun _ : ℝ × ℝ => (1 : ℝ)) (0 : ℝ × ℝ →L[ℝ] ℝ) (1, 1) :=
      hasFDerivAt_const _ _
    intro i j
    fin_cases i <;> fin_cases j
    · exact hsq.congr_fderiv (by ext <;> simp)
    · exact hneg.congr_fderiv (by ext <;> simp)
    · exact hneg.congr_fderiv (by ext <;> simp)
    · exact hone.congr_fderiv (by ext <;> simp)
  · rw [differentiableAt_pi]
    intro i
    fin_cases i
    · exact differentiableAt_const (1 : ℝ)
    · exact differentiableAt_id
  · intro s
    ext i
    fin_cases i <;> simp [twoLevel, Matrix.mulVec, dotProduct, Fin.sum_univ_succ]
    ring
  · ext i
    fin_cases i <;> simp [twoLevel, Matrix.vecMul, dotProduct, Fin.sum_univ_succ]
  · simp [Matrix.mulVec, dotProduct, Fin.sum_univ_succ]

end EnergyDependentEigenproblem
```

```lean
#print axioms EnergyDependentEigenproblem.hellmann_feynman
#print axioms EnergyDependentEigenproblem.not_differentiable_of_degenerate
#print axioms EnergyDependentEigenproblem.energy_dependent_hamiltonian
#print axioms EnergyDependentEigenproblem.damped_vibration
```

```
'EnergyDependentEigenproblem.hellmann_feynman' depends on axioms: [propext, Classical.choice, Quot.sound]
'EnergyDependentEigenproblem.not_differentiable_of_degenerate' depends on axioms: [propext, Classical.choice, Quot.sound]
'EnergyDependentEigenproblem.energy_dependent_hamiltonian' depends on axioms: [propext, Classical.choice, Quot.sound]
'EnergyDependentEigenproblem.damped_vibration' depends on axioms: [propext, Classical.choice, Quot.sound]
```

## Removing the response of the vector

Let $T(z,s)$ be a square matrix that depends on an energy $z$ and a parameter $s$. A solution is followed as $s$ varies: an energy $z(s)$ and a column vector $r(s)$ with

$$T(z(s),s)\,r(s)=0$$

for all $s$ near $s_0$. Write $T_z$ and $T_t$ for the partial derivatives of $T$ with respect to energy and parameter at $(z(s_0),s_0)$. The subscript $t$ marks the parameter derivative, as in the Lean name `Tt`, although the parameter itself is called $s$.

Component $i$ of the left-hand side is $\sum_j T_{ij}(z(s),s)\,r_j(s)$. By the chain rule, each matrix entry changes along the path at the rate

$$\frac{d}{ds}T_{ij}(z(s),s)\Big|_{s_0}=z'(T_z)_{ij}+(T_t)_{ij},$$

where $z'$ is the derivative of $z$ at $s_0$. With $r'$ for the derivative of $r$, the product rule gives

$$\frac{d}{ds}\big[T(z(s),s)\,r(s)\big]_{s_0}=(z'T_z+T_t)\,r+T\,r',$$

with $T$ and $r$ on the right taken at $s_0$. The bracket is zero throughout a neighbourhood of $s_0$, so its derivative is zero as well.

The unknown $r'$ is removed by a row vector $l$ with $lT=0$ at $s_0$. Multiplying from the left and using $l(Tr')=(lT)r'=0$ leaves

$$z'\,(l\,T_z\,r)+l\,T_t\,r=0.$$

If $l\,T_z\,r\neq0$, division gives

$$z'=-\frac{l\,T_t\,r}{l\,T_z\,r}.$$

Rescaling $l$ or $r(s_0)$ multiplies numerator and denominator by the same factor, so no normalisation is needed.

If instead $l\,T_z\,r=0$ and $l\,T_t\,r\neq0$, the projected equation is contradictory, and $z$ and $r$ cannot both be differentiable at $s_0$. For the ordinary problem $T=H-z$, with $H$ independent of $z$, the condition $l\,T_z\,r=0$ reads $l\,r=0$: the left and right eigenvectors are orthogonal, as happens at an exceptional point of a non-Hermitian matrix.

## Energy-dependent Hamiltonians and damped vibrations

For $H(E,s)\,r=E\,r$, set $T(E,s)=H(E,s)-E\,\mathbb 1$. Then $T_z=H_z-\mathbb 1$ and $T_t=H_t$, and the formula becomes

$$E'=\frac{l\,H_t\,r}{l\,r-l\,H_z\,r}.$$

If $H$ does not depend on the energy, $H_z=0$ and the ordinary formula $l\,H_t\,r/(l\,r)$ returns. With $l\,r=1$, the correction is a factor $1/(1-l\,H_z\,r)$, which has the form of the quasiparticle renormalisation factor. The result thus applies to effective Hamiltonians obtained by eliminating part of a basis, and to quasiparticle equations with an energy-dependent self-energy, when they are written in a fixed finite basis, $H$ is differentiable at the solution (so not at a pole in the energy), the solution is differentiable and the denominator is nonzero. Here $H_t$ is taken at fixed energy and must include every other way in which the parameter enters $H$.

A damped linear system with mass, damping and stiffness matrices $M$, $C$ and $K$ has motions of the form $e^{z\tau}r$, with $\tau$ the time, when $(z^2M+zC+K)\,r=0$. Here $T_z=2zM+C$ and $T_t=z^2M'+zC'+K'$, so

$$z'=-\frac{l\,(z^2M'+zC'+K')\,r}{l\,(2zM+C)\,r}.$$

## A two-level example, and a single level

The matrix `twoLevel` is

$$T(z,s)=\begin{pmatrix}z^2&-s\\-s&1\end{pmatrix}.$$

Take $z(s)=s$ and $r(s)=(1,s)$. Then $T\,r=(s^2-s^2,\,-s+s)=0$ for every $s$. At $s=1$ the row vector $l=(1,1)$ satisfies $lT=0$, and

$$T_z=\begin{pmatrix}2&0\\0&0\end{pmatrix},\qquad T_t=\begin{pmatrix}0&-1\\-1&0\end{pmatrix}.$$

Hence $l\,T_z\,r=2$ and $l\,T_t\,r=-2$, so $z'=-(-2)/2=1$, in agreement with $z(s)=s$. With both vectors normalised to $(1,1)/\sqrt2$, the two numbers are $1$ and $-1$, and the slope is the same.

The same example shows the error of the ordinary formula. Written as $H(z,s)\,r=z\,r$ with $H=T+z\,\mathbb 1$, it has $l\,H_t\,r=-2$ and $l\,r=2$, which would suggest a slope of $-1$. Since $H_z=\mathrm{diag}(3,1)$ at this point, $l\,H_z\,r=4$, and the corrected denominator $2-4=-2$ restores the slope $1$. As a Hamiltonian this matrix is artificial. Eliminating part of the orthonormal basis in which an energy-independent Hermitian Hamiltonian is written gives a negative semidefinite $H_z$ at real energies away from the poles; with $l=r^\dagger$ the denominator is then at least $l\,r>0$, and the ordinary formula can be wrong in size but not in sign.

For a $1\times1$ matrix the vectors cancel and $z'=-T_t/T_z$, the usual implicit derivative of a curve $T(z,s)=0$. The scalar $T=z^3-s$ shows the degenerate case: at $s=0$ the real root $z=s^{1/3}$ has $T_z=0$ and $T_t=-1$, and its graph has a vertical tangent.

## The objects and assumptions in Lean

The field `𝕜` may be $\mathbb R$, $\mathbb C$ or another nontrivially normed field, and the finite type `n` labels the basis. The products `T *ᵥ r`, `l ᵥ* T` and `l ⬝ᵥ r` are matrix times column, row times matrix, and the plain sum $\sum_i l_i r_i$ without complex conjugation. If the left vector is known as a bra, `l` holds the components of that bra, already conjugated. For a real symmetric $T$ one can take $l=r(s_0)$.

`HasPartials` says that every entry of $T$ is jointly Fréchet differentiable at one point, with differential $(T_z)_{ij}\,dz+(T_t)_{ij}\,ds$. This is stronger than the existence of the two partial derivatives, which would not by itself justify the chain rule along a slanted path. Working entry by entry avoids choosing a matrix norm.

The hypothesis `hres`, with `∀ᶠ s in 𝓝 s₀`, requires the eigenproblem to hold throughout some neighbourhood of $s_0$. The left equation `hl` is needed only at $s_0$, so no path of left vectors has to be supplied. The condition `hne` also ensures that $l$ and $r(s_0)$ are nonzero.

The differentiability of $z$ and $r$ is assumed, not derived. At a level crossing it can fail: the lower of two levels that cross with different slopes has a kink there.

Energy, parameter and matrix entries all lie in the same field. Over $\mathbb C$, the derivatives are therefore complex derivatives and the parameter is complex. A problem with complex matrix entries, vectors or energies and a real parameter is covered if it extends to complex $s$ with the hypotheses satisfied there. Over $\mathbb R$, `damped_vibration` describes real exponents, such as those of overdamped modes.

## From the residual to the slope in the proofs

`hasDerivAt_residual` differentiates $T(z(s),s)\,r(s)$. It works on one component at a time through `hasDerivAt_pi`. Inside it, `hentry` composes the matrix entry with the path $s\mapsto(z(s),s)$, whose velocity is $(z',1)$; this is the chain rule above. The product rule is then applied to each term and the terms are summed.

`projected_response` compares two derivatives of the same function: the one just computed, and zero, because the function agrees with a constant near $s_0$. Uniqueness of the derivative makes them equal. The step `h1` moves the brackets in $l(Tr')$ and uses $lT=0$, after which `simpa` expands the projection into the scalar equation for $z'$.

`hellmann_feynman` solves that equation: `eq_div_iff` clears the nonzero denominator and `linear_combination` finishes the algebra. `not_differentiable_of_degenerate` assumes both derivatives exist, sets $l\,T_z\,r=0$ in the same equation and reaches the contradiction described above.

`energy_dependent_hamiltonian` applies the main theorem to $H-E\,\mathbb 1$. Its step `key` identifies the denominator as $-(l\,r-l\,H_z\,r)$, and the two minus signs cancel. `damped_vibration` only has to establish the partial derivatives of the quadratic matrix: `hsq` differentiates $z^2$, and `lift` treats a function of $s$ as a function of the pair $(z,s)$.

`hellmann_feynman_witness` checks each hypothesis of the main theorem for the two-level matrix at $s=1$. It shows that the assumptions can be met by a matrix that is truly nonlinear in the energy.
